# An even number of continuous real periodic orbitals on a ring has a Slater node at distinct angles

Let $N \ge 2$ be even and let $f_0,\dots,f_{N-1}$ be continuous real functions of period $2\pi$. Then there are angles $t_0,\dots,t_{N-1}$, no two equal modulo $2\pi$, at which $\det[f_j(t_i)] = 0$. The zero can be taken at the vertices of a rotated regular $N$-gon, and every closed interval of rotation angles of length $2\pi/N$ contains one. The same holds for odd $N$ with antiperiodic orbitals, while for $N=3$ the periodic orbitals $1,\cos,\sin$ have no such zero.

For spinless fermions on a one-dimensional ring described by a single real determinant, this means that with even $N$ and periodic boundary conditions the wavefunction vanishes somewhere besides the points where two particles meet. A fixed-node calculation with such a trial function has nodes beyond the coincidence points.

```lean
import Mathlib

open Real Matrix

namespace RingSlaterParity

noncomputable section
```

## Orbitals, angles and the regular polygon

Particle $i$ sits at angle $t_i$, and both particle and orbital indices run from $0$ to $N-1$, as in `Fin N`. Row $i$ of the matrix belongs to particle $i$ and column $j$ to orbital $j$. The prefactor $1/\sqrt{N!}$ is left out, since it does not move zeros. The orbitals are arbitrary functions on the real line: no orthonormality, linear independence or Hamiltonian is assumed, and there is no spin.

```lean
/-- Slater determinant `det[f_j(t_i)]` of `N` real orbitals evaluated at `N` angles. -/
def slater {N : ℕ} (f : Fin N → ℝ → ℝ) (t : Fin N → ℝ) : ℝ :=
  (Matrix.of fun i j => f j (t i)).det
```

Two particles occupy the same point of the ring when their angles differ by an integer multiple of $2\pi$. The condition of general position is $t_i - t_j \ne 2\pi k$ for all $i \ne j$ and all integers $k$. Demanding only $t_i \ne t_j$ as real numbers would empty the statement of content: for periodic orbitals, $t_1 = t_0 + 2\pi$ makes two rows equal and the determinant vanishes trivially.

```lean
/-- The angles are pairwise distinct modulo `2π`. -/
def DistinctOnRing {N : ℕ} (t : Fin N → ℝ) : Prop :=
  ∀ i j, i ≠ j → ∀ k : ℤ, t i - t j ≠ k * (2 * π)
```

The spacing is $a = 2\pi/N$, and the polygon with offset $s$ has angles $t_i(s) = s + ia$. Write $D(s) = \det[f_j(s+ia)]$, which is `slater f (polygon N s)`.

```lean
/-- Angular spacing `2π/N` of `N` equally spaced particles on the ring. -/
def spacing (N : ℕ) : ℝ := 2 * π / N

/-- `N` equally spaced angles `s + i · 2π/N`, rigidly rotated by the offset `s`. -/
def polygon (N : ℕ) (s : ℝ) (i : Fin N) : ℝ := s + ((i : ℕ) : ℝ) * spacing N
```

The orbitals $1,\cos t,\sin t$ span the closed shell of angular momenta $0,\pm1$ for three free particles on a periodic ring, and serve as the odd-$N$ example at the end.

```lean
/-- The three orbitals `1`, `cos t`, `sin t`. -/
def threeOrbitals : Fin 3 → ℝ → ℝ := ![fun _ => 1, cos, sin]
```

## The vertices are distinct points of the ring

Suppose $t_i(s) - t_j(s) = 2\pi k$. The offset cancels and $2\pi = Na$, so
$$a\,(i - j - kN) = 0 .$$
Since $a > 0$, $i = j + kN$. With $0 \le i,j < N$, a negative $k$ gives $i<0$ and a positive $k$ gives $i \ge N$, so $k=0$ and $i=j$. In the proof `h0` is the displayed equation, `h2` is $i = j+kN$ over the integers, and `lt_trichotomy k 0` opens the three cases.

```lean
/-- Equally spaced angles are pairwise distinct modulo `2π`, for every offset. -/
theorem polygon_distinct (N : ℕ) (s : ℝ) : DistinctOnRing (polygon N s) := by
  intro i j hij k h
  have hN : (0 : ℝ) < N := by exact_mod_cast i.pos
  have hpos : 0 < spacing N := div_pos (by positivity) hN
  have ha : spacing N * N = 2 * π := by
    unfold spacing
    field_simp
  unfold polygon at h
  -- dividing by the spacing gives i = j + k N
  have h0 : spacing N * (((i : ℕ) : ℝ) - ((j : ℕ) : ℝ) - k * N) = 0 := by
    linear_combination h - k * ha
  have h1 : ((i : ℕ) : ℝ) = ((j : ℕ) : ℝ) + k * N := by
    have := (mul_eq_zero.mp h0).resolve_left hpos.ne'
    linarith
  have h2 : ((i : ℕ) : ℤ) = ((j : ℕ) : ℤ) + k * N := by exact_mod_cast h1
  have hi : ((i : ℕ) : ℤ) < N := by exact_mod_cast i.isLt
  have hj : ((j : ℕ) : ℤ) < N := by exact_mod_cast j.isLt
  have hi0 : (0 : ℤ) ≤ ((i : ℕ) : ℤ) := by positivity
  have hj0 : (0 : ℤ) ≤ ((j : ℕ) : ℤ) := by positivity
  have hN0 : (0 : ℤ) ≤ N := by positivity
  rcases lt_trichotomy k 0 with hk | hk | hk
  · have := mul_nonneg (show (0 : ℤ) ≤ -1 - k by omega) hN0
    nlinarith
  · subst hk
    apply hij
    apply Fin.ext
    omega
  · have := mul_nonneg (show (0 : ℤ) ≤ k - 1 by omega) hN0
    nlinarith
```

## Continuity in the offset

Each entry $f_j(s+ia)$ is a continuous function composed with a shift of $s$, and the determinant is a polynomial in the entries, so $D$ is continuous. `Continuous.matrix_det` reduces the claim to the entries, and `(hc j).comp hp` treats one entry.

```lean
/-- For continuous orbitals the Slater determinant at equally spaced angles depends
continuously on the offset. -/
theorem slater_polygon_continuous {N : ℕ} (f : Fin N → ℝ → ℝ)
    (hc : ∀ j, Continuous (f j)) : Continuous fun s => slater f (polygon N s) := by
  unfold slater
  refine Continuous.matrix_det (continuous_matrix fun i j => ?_)
  have hp : Continuous fun s => polygon N s i := by
    unfold polygon
    fun_prop
  show Continuous fun s => f j (polygon N s i)
  exact (hc j).comp hp
```

## Rotation by one spacing

Put $N = n+1$ and impose the boundary condition $f_j(x+2\pi) = \eta f_j(x)$ with one real number $\eta$ for all orbitals. It is the factor a particle acquires on going once round the ring: $\eta = 1$ is periodic, and $\eta=-1$ is antiperiodic, as for particles of charge $q$ on a ring threaded by a magnetic flux $h/2q$, half the flux quantum $h/q$ with $h$ Planck's constant, in the gauge where the vector potential is moved into the boundary condition. After rotation by $a$,
$$t_i(s+a) = t_{i+1}(s)\quad (i<n), \qquad t_n(s+a) = s + (n+1)a = t_0(s) + 2\pi .$$
Row $i$ of the new matrix is row $i+1$ of the old one for $i<n$, and the last row is $\eta$ times the old row $0$. Moving row $0$ to the bottom takes $n$ exchanges of neighbouring rows, hence
$$D(s+a) = \eta\,(-1)^{n} D(s).$$
The exponent is $N-1$; writing $(-1)^N$ instead would exchange the roles of even and odd particle number.

The step `hM` is the matrix identity: a diagonal matrix with entries $1,\dots,1,\eta$ times the old matrix with rows reindexed by `finRotate (n + 1)`, the cycle $i \mapsto i+1$ modulo $n+1$. Its two cases are the two displayed angle relations. Then `hp` gives $\eta$ for the product of the diagonal entries, `hs` gives the sign $(-1)^n$, and `det_mul`, `det_diagonal` and `det_permute` assemble the three factors. Continuity is not used.

```lean
/-- If every orbital picks up the factor `η` once around the ring, rotating `n + 1` equally
spaced particles by one spacing multiplies the Slater determinant by `η (-1)^n`. -/
theorem slater_rotate {n : ℕ} (f : Fin (n + 1) → ℝ → ℝ) (η : ℝ)
    (hf : ∀ j x, f j (x + 2 * π) = η * f j x) (s : ℝ) :
    slater f (polygon (n + 1) (s + spacing (n + 1))) =
      η * (-1) ^ n * slater f (polygon (n + 1) s) := by
  have ha : spacing (n + 1) * ((n : ℝ) + 1) = 2 * π := by
    have hn : (n : ℝ) + 1 ≠ 0 := by positivity
    unfold spacing
    push_cast
    field_simp
  -- rows are cyclically permuted, and the last particle crosses the seam
  have hM : (Matrix.of fun i j => f j (polygon (n + 1) (s + spacing (n + 1)) i)) =
      diagonal (fun i => if i = Fin.last n then η else 1) *
        (Matrix.of fun i j => f j (polygon (n + 1) s i)).submatrix (finRotate (n + 1)) id := by
    ext i j
    rw [Matrix.diagonal_mul]
    simp only [of_apply, submatrix_apply, id]
    by_cases hi : i = Fin.last n
    · subst hi
      rw [if_pos rfl, finRotate_last, ← hf]
      congr 1
      simp only [polygon, Fin.val_last, Fin.val_zero, Nat.cast_zero]
      linear_combination ha
    · have hv : ((finRotate (n + 1) i : Fin (n + 1)) : ℕ) = (i : ℕ) + 1 :=
        coe_finRotate_of_ne_last hi
      rw [if_neg hi, one_mul]
      congr 1
      simp only [polygon, hv]
      push_cast
      ring
  have hp : (∏ i : Fin (n + 1), if i = Fin.last n then η else 1) = η := by simp
  -- a cycle of length n + 1 has sign (-1)^n
  have hs : ((Equiv.Perm.sign (finRotate (n + 1)) : ℤ) : ℝ) = (-1) ^ n := by
    rw [sign_finRotate]
    simp
  unfold slater
  rw [hM, det_mul, det_diagonal, det_permute, hp, hs, mul_assoc]
```

## A zero in every window

Assume $\eta(-1)^n = -1$, so that $D(s_0+a) = -D(s_0)$ for any $s_0$. Zero lies between a real number and its negative, and the intermediate value theorem gives $s \in [s_0, s_0+a]$ with $D(s)=0$. The window `Set.Icc s₀ (s₀ + spacing (n + 1))` is closed, which covers the case $D(s_0)=0$. In the proof `h0` places $0$ in the unordered interval between the end values by splitting on the sign of $D(s_0)$, and `intermediate_value_uIcc` returns $s$. The statement gives existence only, with no count of zeros.

```lean
/-- For `n + 1` continuous orbitals with boundary factor `η` obeying `η (-1)^n = -1`, every
window of offsets of length `2π/(n+1)` contains an offset at which the Slater determinant of
the equally spaced configuration vanishes. -/
theorem exists_polygon_node {n : ℕ} (f : Fin (n + 1) → ℝ → ℝ) (η : ℝ)
    (hc : ∀ j, Continuous (f j)) (hf : ∀ j x, f j (x + 2 * π) = η * f j x)
    (hη : η * (-1) ^ n = -1) (s₀ : ℝ) :
    ∃ s ∈ Set.Icc s₀ (s₀ + spacing (n + 1)), slater f (polygon (n + 1) s) = 0 := by
  have hle : s₀ ≤ s₀ + spacing (n + 1) := by
    have : 0 ≤ spacing (n + 1) := by
      unfold spacing
      positivity
    linarith
  have hr := slater_rotate f η hf s₀
  rw [hη] at hr
  -- opposite values at the two ends of the window
  have h0 : (0 : ℝ) ∈ Set.uIcc (slater f (polygon (n + 1) s₀))
      (slater f (polygon (n + 1) (s₀ + spacing (n + 1)))) := by
    rw [Set.mem_uIcc, hr]
    rcases le_total (slater f (polygon (n + 1) s₀)) 0 with h | h
    · exact Or.inl ⟨h, by linarith⟩
    · exact Or.inr ⟨by linarith, h⟩
  obtain ⟨s, hs, hz⟩ := intermediate_value_uIcc
    (a := s₀) (b := s₀ + spacing (n + 1))
    (slater_polygon_continuous f hc).continuousOn h0
  rw [Set.uIcc_of_le hle] at hs
  exact ⟨s, hs, hz⟩
```

In a program one fills the array `M[i, j]` with $f_j(s + 2\pi i/N)$, takes its determinant and bisects on $[s_0, s_0+2\pi/N]$, where the end values have opposite signs unless both vanish. If the code folds angles into $[0,2\pi)$, each fold must multiply that row by $\eta$.

## Even number, periodic orbitals

For even $N = n+1$ the number $n$ is odd, so $\eta = 1$ satisfies $\eta(-1)^n=-1$. The theorem takes `2 ≤ N`, `Even N`, continuity and `Function.Periodic (f j) (2 * π)`, and returns angles `t` with `DistinctOnRing t` and `slater f t = 0`. The witness is the polygon found in the window starting at $s_0=0$. The bound `hN` excludes $N=0$, which is even and has empty determinant $1$.

```lean
/-- For an even number `N ≥ 2` of continuous real `2π`-periodic orbitals there are `N` angles,
pairwise distinct modulo `2π`, at which the Slater determinant vanishes. -/
theorem even_periodic_node {N : ℕ} (hN : 2 ≤ N) (hev : Even N) (f : Fin N → ℝ → ℝ)
    (hc : ∀ j, Continuous (f j)) (hf : ∀ j, Function.Periodic (f j) (2 * π)) :
    ∃ t, DistinctOnRing t ∧ slater f t = 0 := by
  obtain ⟨n, rfl⟩ : ∃ n, N = n + 1 := ⟨N - 1, by omega⟩
  have hodd : Odd n := Nat.not_even_iff_odd.mp (Nat.even_add_one.mp hev)
  obtain ⟨s, -, hs⟩ := exists_polygon_node f 1 hc
    (fun j x => by rw [one_mul]; exact hf j x) (by rw [hodd.neg_one_pow, one_mul]) 0
  exact ⟨_, polygon_distinct _ s, hs⟩
```

The illustrations that follow for $N=2$ are direct evaluations and are not formalised in Lean. With orbitals $1,\cos t$ one has $D(s) = \cos(s+\pi) - \cos s = -2\cos s$, which vanishes at $s=\pi/2$. With $1, e^{\mathrm{i}t}$ one has $D(s) = -2e^{\mathrm{i}s}$, which also obeys $D(s+\pi)=-D(s)$ but circles the origin of the complex plane without meeting it. The theorems concern real orbitals only.

## Odd number, antiperiodic orbitals

For $N = 2m+1$ with $m \ge 0$ one has $n = 2m$, and $\eta=-1$ gives $\eta(-1)^n=-1$. At $N=1$ the statement says that a continuous function with $f_0(x+2\pi)=-f_0(x)$ has a zero.

```lean
/-- For an odd number `N` of continuous real `2π`-antiperiodic orbitals there are `N` angles,
pairwise distinct modulo `2π`, at which the Slater determinant vanishes. -/
theorem odd_antiperiodic_node {N : ℕ} (hodd : Odd N) (f : Fin N → ℝ → ℝ)
    (hc : ∀ j, Continuous (f j)) (hf : ∀ j x, f j (x + 2 * π) = -f j x) :
    ∃ t, DistinctOnRing t ∧ slater f t = 0 := by
  obtain ⟨m, rfl⟩ := hodd
  obtain ⟨s, -, hs⟩ := exists_polygon_node f (-1) hc
    (fun j x => by rw [neg_one_mul]; exact hf j x)
    (by rw [(even_two_mul m).neg_one_pow, mul_one]) 0
  exact ⟨_, polygon_distinct _ s, hs⟩
```

## Three periodic orbitals without a node at distinct angles

Expanding the determinant with rows $(1,\cos t_i,\sin t_i)$ and using the subtraction formula for the sine,
$$\det = \sin(t_1-t_0)+\sin(t_2-t_1)-\sin(t_2-t_0).$$
Set $u=(t_1-t_0)/2$ and $v=(t_2-t_1)/2$, so that $u+v=(t_2-t_0)/2$. Then
$$\sin 2u+\sin 2v-\sin 2(u+v) = 2\sin(u+v)\,[\cos(u-v)-\cos(u+v)] = 4\sin u\,\sin v\,\sin(u+v).$$
A factor $\sin\frac{t_i-t_j}{2}$ vanishes only if $t_i-t_j$ is an integer multiple of $2\pi$, which distinctness forbids. With the normalised orbitals $1/\sqrt{2\pi}$, $\cos t/\sqrt{\pi}$, $\sin t/\sqrt{\pi}$ and the prefactor $1/\sqrt{3!}$, the coefficient $4$ becomes $2/(\pi\sqrt{3\pi})$.

In the proof `hd` is the expansion and `key` is the factorisation, obtained from the double-angle and addition formulas and closed with `sin_sq_add_cos_sq`. The step `hne` excludes a zero of each factor. The theorem records continuity, periodicity and the nonvanishing; the product formula stays inside the proof. This example shows that the conclusion of `even_periodic_node` can fail at $N=3$, and it says nothing about other odd $N$.

```lean
/-- The three orbitals `1`, `cos`, `sin` are continuous and `2π`-periodic, and their Slater
determinant is nonzero at all angles that are pairwise distinct modulo `2π`. -/
theorem threeOrbitals_nodeless :
    (∀ j, Continuous (threeOrbitals j)) ∧
    (∀ j, Function.Periodic (threeOrbitals j) (2 * π)) ∧
    ∀ t, DistinctOnRing t → slater threeOrbitals t ≠ 0 := by
  refine ⟨fun j => ?_, fun j => ?_, fun t ht => ?_⟩
  · fin_cases j
    · exact (continuous_const : Continuous fun _ : ℝ => (1 : ℝ))
    · exact Real.continuous_cos
    · exact Real.continuous_sin
  · fin_cases j
    · exact fun _ => rfl
    · exact Real.cos_periodic
    · exact Real.sin_periodic
  · have hd : slater threeOrbitals t =
        sin (t 1 - t 0) + sin (t 2 - t 1) - sin (t 2 - t 0) := by
      simp [slater, threeOrbitals, Matrix.det_fin_three, Real.sin_sub]
      ring
    -- factorisation into half-angle sines
    have key : ∀ u v w x y z : ℝ, w = u + v → x = 2 * u → y = 2 * v → z = 2 * (u + v) →
        sin x + sin y - sin z = 4 * sin u * sin v * sin w := by
      rintro u v _ _ _ _ rfl rfl rfl rfl
      rw [sin_two_mul u, sin_two_mul v, sin_two_mul (u + v), sin_add, cos_add]
      linear_combination (-2 * sin u * cos u) * sin_sq_add_cos_sq v
        + (-2 * sin v * cos v) * sin_sq_add_cos_sq u
    have hne : ∀ i j, i ≠ j → sin ((t i - t j) / 2) ≠ 0 := by
      intro i j hij h
      obtain ⟨k, hk⟩ := Real.sin_eq_zero_iff.mp h
      exact ht i j hij k (by linarith)
    rw [hd, key ((t 1 - t 0) / 2) ((t 2 - t 1) / 2) ((t 2 - t 0) / 2) _ _ _
      (by ring) (by ring) (by ring) (by ring)]
    exact mul_ne_zero (mul_ne_zero (mul_ne_zero (by norm_num) (hne 1 0 (by decide)))
      (hne 2 1 (by decide))) (hne 2 0 (by decide))

end

end RingSlaterParity
```

```lean
#print axioms RingSlaterParity.even_periodic_node
#print axioms RingSlaterParity.odd_antiperiodic_node
#print axioms RingSlaterParity.threeOrbitals_nodeless
```

```
'RingSlaterParity.even_periodic_node' depends on axioms: [propext, Classical.choice, Quot.sound]
'RingSlaterParity.odd_antiperiodic_node' depends on axioms: [propext, Classical.choice, Quot.sound]
'RingSlaterParity.threeOrbitals_nodeless' depends on axioms: [propext, Classical.choice, Quot.sound]
```
